# An exact grid criterion for the egg-box effect in powers of a uniform-plus-cosine density

Move an isolated atom by a fraction of the grid spacing, and an energy summed on a real-space grid can change, although the translation should cost nothing. This egg-box error produces spurious forces. The nonlinear core correction is exposed to it: a partial core charge moves with the atom and enters the exchange-correlation functional, so the grid samples a nonlinear function of a moving profile. The question here is for which numbers of grid points the ripple is absent, and not merely small.

The problems below settle this for a one-dimensional density with a nonzero uniform part and a single harmonic, and a functional that is a nonnegative integer power. A localised core charge in three dimensions with an actual exchange-correlation functional is not treated here.

## The density and its grid average

```lean
import Mathlib

open Finset

namespace EggBoxPowerLaw

noncomputable section
```

The cell has length 1. The density at \(x\) is
\[ n(x)=b+a\cos(2\pi(x-R)), \]
with real \(b\), \(a\) and position \(R\). A physical density needs \(b\ge|a|\); the definition does not impose this.

```lean
/-- A periodic density in a cell of length one: a uniform part `b` plus a cosine of
amplitude `a` centred at the position `R`. -/
def density (b a R x : ℝ) : ℝ := b + a * Real.cos (2 * Real.pi * (x - R))
```

For natural numbers \(N\ge1\) and \(p\ge0\), the functional is the mean over the points \(j/N\),
\[ G_{b,a}(R)=\frac1N\sum_{j=0}^{N-1}n(j/N)^p, \]
written `gridAverage N p b a R`.

```lean
/-- The average of the `p`-th power of the density over the `N` grid points `j / N`,
for `N ≥ 1`. -/
def gridAverage (N p : ℕ) (b a R : ℝ) : ℝ :=
  1 / (N : ℝ) * ∑ j ∈ range N, density b a R ((j : ℝ) / N) ^ p
```

Two abbreviations serve the Fourier analysis. The first, `weight`, is one contribution to a Fourier coefficient and not a quadrature weight:
\[ w_{ki}=\binom pk\binom ki b^{p-k}\left(\frac a2\right)^k. \]

```lean
/-- The weight of the harmonic `2 i - k` that comes from the `k`-th power of the cosine
in the `p`-th power of the density. -/
def weight (p : ℕ) (b a : ℝ) (k i : ℕ) : ℝ :=
  (p.choose k : ℝ) * (k.choose i : ℝ) * b ^ (p - k) * (a / 2) ^ k
```

The second, \(A_N(m,R)\) for an integer \(m\), equals \(\cos(2\pi mR)\) if \(N\) divides \(m\), and 0 otherwise.

```lean
/-- What a grid of `N ≥ 1` points retains of the harmonic `m` centred at `R`: `cos (2π m R)` if `N`
divides `m`, and zero otherwise. -/
def aliasedHarmonic (N : ℕ) (m : ℤ) (R : ℝ) : ℝ :=
  if (N : ℤ) ∣ m then Real.cos (2 * Real.pi * (m : ℝ) * R) else 0
```

## (a) Harmonics in a power of the cosine

Expand a power of \(2\cos\theta\) into harmonics: for every natural \(k\) and real \(\theta\), show that
\[ (2\cos\theta)^k=\sum_{i=0}^{k}\binom ki\cos((2i-k)\theta). \]

**Solution.** With \(\mathrm i\) the imaginary unit, \(2\cos\theta=e^{\mathrm i\theta}+e^{-\mathrm i\theta}\). The binomial theorem gives
\[ (2\cos\theta)^k=\sum_{i=0}^k\binom ki e^{\mathrm i\,i\theta}e^{-\mathrm i(k-i)\theta}=\sum_{i=0}^k\binom ki e^{\mathrm i(2i-k)\theta}, \]
and the real part is the claim. In Lean, `add_pow` is the binomial step and `congrArg Complex.re` takes the real part.

```lean
/-- A power of `2 cos θ` is a sum of harmonics with binomial coefficients. -/
theorem two_cos_pow (k : ℕ) (θ : ℝ) :
    (2 * Real.cos θ) ^ k =
      ∑ i ∈ range (k + 1), (k.choose i : ℝ) * Real.cos (((2 * (i : ℤ) - k : ℤ) : ℝ) * θ) := by
  have h2 : ((2 * Real.cos θ : ℝ) : ℂ)
      = Complex.exp (θ * Complex.I) + Complex.exp (-θ * Complex.I) := by
    push_cast
    rw [Complex.cos]
    ring
  -- binomial expansion in complex exponentials
  have h : (((2 * Real.cos θ) ^ k : ℝ) : ℂ) = ∑ i ∈ range (k + 1), ((k.choose i : ℝ) : ℂ) *
      Complex.exp (((((2 * (i : ℤ) - k : ℤ) : ℝ) * θ : ℝ) : ℂ) * Complex.I) := by
    rw [Complex.ofReal_pow, h2, add_pow]
    refine sum_congr rfl fun i hi => ?_
    have hik : i ≤ k := Nat.lt_succ_iff.mp (mem_range.mp hi)
    have e : (i : ℂ) * (θ * Complex.I) + ((k - i : ℕ) : ℂ) * (-θ * Complex.I)
        = ((((2 * (i : ℤ) - k : ℤ) : ℝ) * θ : ℝ) : ℂ) * Complex.I := by
      rw [Nat.cast_sub hik]
      push_cast
      ring
    rw [← Complex.exp_nat_mul, ← Complex.exp_nat_mul, ← Complex.exp_add, e,
      Complex.ofReal_natCast]
    exact mul_comm _ _
  -- the real part is the claim
  have hre := congrArg Complex.re h
  rw [Complex.ofReal_re, Complex.re_sum] at hre
  rw [hre]
  refine sum_congr rfl fun i _ => ?_
  rw [Complex.re_ofReal_mul, Complex.exp_ofReal_mul_I_re]
```

## (b) What the grid retains of one harmonic

Average a shifted harmonic over the grid: for \(N\ge1\) and integer \(m\), show that
\[ \frac1N\sum_{j=0}^{N-1}\cos\varphi_j=A_N(m,R),\qquad \varphi_j=2\pi m\left(\frac jN-R\right). \]

**Solution.** If \(m=Nq\), then \(\varphi_j=2\pi qj-2\pi mR\), so every term equals \(\cos(2\pi mR)\), and so does the mean.

If \(N\) does not divide \(m\), then \(\sin(\pi m/N)\ne0\), since a zero would make \(m/N\) an integer. Put \(g(j)=\sin(\varphi_j-\pi m/N)\). Because \(\varphi_{j+1}=\varphi_j+2\pi m/N\),
\[ 2\sin\frac{\pi m}N\cos\varphi_j=\sin\left(\varphi_j+\frac{\pi m}N\right)-\sin\left(\varphi_j-\frac{\pi m}N\right)=g(j+1)-g(j). \]
The sum over \(j\) is \(g(N)-g(0)=0\), as \(\varphi_N=\varphi_0+2\pi m\). Dividing by the nonzero sine gives 0. The facts `hs`, `hstep` and `hend` are these three steps, and `sum_range_sub` telescopes.

```lean
/-- On a grid of `N ≥ 1` points the average of a shifted harmonic `m` vanishes unless `N`
divides `m`, in which case it is `cos (2π m R)`. -/
theorem grid_average_cos {N : ℕ} (hN : 0 < N) (m : ℤ) (R : ℝ) :
    1 / (N : ℝ) * ∑ j ∈ range N, Real.cos ((m : ℝ) * (2 * Real.pi * ((j : ℝ) / N - R)))
      = aliasedHarmonic N m R := by
  have hN0 : (N : ℝ) ≠ 0 := by exact_mod_cast hN.ne'
  unfold aliasedHarmonic
  split_ifs with h
  · -- all grid points see the same phase
    obtain ⟨q, rfl⟩ := h
    have e : ∀ j ∈ range N,
        Real.cos ((((N : ℤ) * q : ℤ) : ℝ) * (2 * Real.pi * ((j : ℝ) / N - R)))
          = Real.cos (2 * Real.pi * (((N : ℤ) * q : ℤ) : ℝ) * R) := by
      intro j _
      rw [← Real.cos_int_mul_two_pi_sub _ (q * j)]
      congr 1
      push_cast
      field_simp
      ring
    rw [sum_congr rfl e, sum_const, card_range, nsmul_eq_mul, ← mul_assoc,
      one_div_mul_cancel hN0, one_mul]
  · have hs : Real.sin (Real.pi * m / N) ≠ 0 := by
      intro h0
      obtain ⟨n, hn⟩ := Real.sin_eq_zero_iff.mp h0
      rw [eq_div_iff hN0] at hn
      have h1 : Real.pi * (m : ℝ) = Real.pi * ((N : ℝ) * n) := by linarith
      have h2 := mul_left_cancel₀ Real.pi_ne_zero h1
      exact h ⟨n, by exact_mod_cast h2⟩
    -- multiplied by a sine, the sum telescopes over a full period
    let g : ℕ → ℝ := fun j =>
      Real.sin ((m : ℝ) * (2 * Real.pi * ((j : ℝ) / N - R)) - Real.pi * m / N)
    have hstep : ∀ j ∈ range N, 2 * Real.sin (Real.pi * m / N) *
        Real.cos ((m : ℝ) * (2 * Real.pi * ((j : ℝ) / N - R))) = g (j + 1) - g j := by
      intro j _
      have e : (m : ℝ) * (2 * Real.pi * (((j + 1 : ℕ) : ℝ) / N - R)) - Real.pi * m / N
          = (m : ℝ) * (2 * Real.pi * ((j : ℝ) / N - R)) + Real.pi * m / N := by
        push_cast
        ring
      simp only [g]
      rw [e, Real.sin_add, Real.sin_sub]
      ring
    have hend : g N = g 0 := by
      simp only [g]
      rw [← Real.sin_add_int_mul_two_pi _ m, div_self hN0]
      rw [← Real.sin_add_int_mul_two_pi
        ((m : ℝ) * (2 * Real.pi * (((0 : ℕ) : ℝ) / N - R)) - Real.pi * m / N) (2 * m)]
      congr 1
      push_cast
      ring
    have hsum := sum_congr rfl hstep
    rw [← mul_sum, sum_range_sub, hend, sub_self] at hsum
    rw [(mul_eq_zero.mp hsum).resolve_left (mul_ne_zero two_ne_zero hs), mul_zero]
```

## (c) The average as a sum of retained harmonics

Combine (a) and (b) to show, for \(N\ge1\),
\[ G_{b,a}(R)=\sum_{k=0}^{p}\sum_{i=0}^{k}w_{ki}\,A_N(2i-k,R). \]

**Solution.** With \(\theta=2\pi(x-R)\),
\[ (b+a\cos\theta)^p=\sum_{k=0}^p\binom pk b^{p-k}\left(\frac a2\right)^k(2\cos\theta)^k=\sum_{k=0}^p\sum_{i=0}^k w_{ki}\cos((2i-k)\theta). \]
This is `hpow`. Set \(x=j/N\), exchange the finite sums with `sum_comm`, and average each harmonic by (b).

```lean
/-- For `N ≥ 1` the grid average of the `p`-th power is the weighted sum of the harmonics
that the grid retains. -/
theorem gridAverage_eq {N : ℕ} (hN : 0 < N) (p : ℕ) (b a R : ℝ) :
    gridAverage N p b a R = ∑ k ∈ range (p + 1), ∑ i ∈ range (k + 1),
      weight p b a k i * aliasedHarmonic N (2 * (i : ℤ) - k) R := by
  have hpow : ∀ x, density b a R x ^ p = ∑ k ∈ range (p + 1), ∑ i ∈ range (k + 1),
      weight p b a k i *
        Real.cos (((2 * (i : ℤ) - k : ℤ) : ℝ) * (2 * Real.pi * (x - R))) := by
    intro x
    rw [density, add_comm, add_pow]
    refine sum_congr rfl fun k _ => ?_
    have e : a * Real.cos (2 * Real.pi * (x - R))
        = a / 2 * (2 * Real.cos (2 * Real.pi * (x - R))) := by ring
    rw [e, mul_pow, two_cos_pow, mul_sum, sum_mul, sum_mul]
    refine sum_congr rfl fun i _ => ?_
    rw [weight]
    ring
  unfold gridAverage
  simp only [hpow]
  rw [sum_comm, mul_sum]
  refine sum_congr rfl fun k _ => ?_
  rw [sum_comm, mul_sum]
  refine sum_congr rfl fun i _ => ?_
  rw [← mul_sum, ← grid_average_cos hN (2 * (i : ℤ) - k) R]
  ring
```

## (d) A lower bound on the ripple

Let \(1\le N\le p\) and \(a,b\ge0\). Compare a density centred on a grid point with one centred half a grid spacing away, and show that
\[ 4\binom pN b^{p-N}\left(\frac a2\right)^N\le G_{b,a}(0)-G_{b,a}\left(\frac1{2N}\right). \]

**Solution.** Let \(D(m)=A_N(m,0)-A_N(m,1/(2N))\). It is \(1-\cos(\pi m/N)\) if \(N\) divides \(m\), and 0 otherwise, so \(D(m)\ge0\). By (c),
\[ G_{b,a}(0)-G_{b,a}\left(\frac1{2N}\right)=\sum_{k=0}^p\sum_{i=0}^k w_{ki}D(2i-k). \]
All weights are nonnegative, so no term can cancel another. Keep only \(k=N\) with \(i=0\) and \(i=N\), the harmonics \(-N\) and \(N\). Each has \(D=1-\cos\pi=2\) and weight \(\binom pN b^{p-N}(a/2)^N\), which gives the bound. In the `calc` block, `sum_le_sum_of_subset_of_nonneg` discards the other \(i\), and `single_le_sum` the other \(k\).

```lean
/-- For `1 ≤ N ≤ p` and nonnegative `a` and `b`, moving the density from the grid point `R = 0` by
half a grid spacing, to `R = 1 / (2 N)`, lowers the average by at least `4 C(p,N) b^(p-N) (a/2)^N`.
-/
theorem ripple_lower_bound {N p : ℕ} (hN : 0 < N) (hNp : N ≤ p) {b a : ℝ}
    (hb : 0 ≤ b) (ha : 0 ≤ a) :
    4 * (p.choose N : ℝ) * b ^ (p - N) * (a / 2) ^ N
      ≤ gridAverage N p b a 0 - gridAverage N p b a (1 / (2 * N)) := by
  have hN0 : (N : ℝ) ≠ 0 := by exact_mod_cast hN.ne'
  let D : ℤ → ℝ := fun m => aliasedHarmonic N m 0 - aliasedHarmonic N m (1 / (2 * N))
  have hD : ∀ m, 0 ≤ D m := by
    intro m
    simp only [D, aliasedHarmonic]
    split_ifs
    · rw [mul_zero, Real.cos_zero]
      linarith [Real.cos_le_one (2 * Real.pi * (m : ℝ) * (1 / (2 * N)))]
    · norm_num
  have hw : ∀ k i, 0 ≤ weight p b a k i := by
    intro k i
    unfold weight
    positivity
  -- the harmonics N and -N change sign between the two positions
  have hlast : D (2 * (N : ℤ) - N) = 2 := by
    have e : 2 * (N : ℤ) - N = N := by ring
    have e2 : 2 * Real.pi * (((N : ℤ) : ℤ) : ℝ) * (1 / (2 * N)) = Real.pi := by
      push_cast
      field_simp
    rw [e]
    simp only [D, aliasedHarmonic, if_pos (dvd_refl (N : ℤ))]
    rw [e2, mul_zero, Real.cos_zero, Real.cos_pi]
    norm_num
  have hfirst : D (2 * ((0 : ℕ) : ℤ) - N) = 2 := by
    have e : 2 * ((0 : ℕ) : ℤ) - (N : ℤ) = -N := by simp
    have e2 : 2 * Real.pi * ((-(N : ℤ) : ℤ) : ℝ) * (1 / (2 * N)) = -Real.pi := by
      push_cast
      field_simp
    have hd : (N : ℤ) ∣ -(N : ℤ) := (dvd_neg).mpr (dvd_refl _)
    rw [e]
    simp only [D, aliasedHarmonic, if_pos hd]
    rw [e2, mul_zero, Real.cos_zero, Real.cos_neg, Real.cos_pi]
    norm_num
  have hdiff : gridAverage N p b a 0 - gridAverage N p b a (1 / (2 * N))
      = ∑ k ∈ range (p + 1), ∑ i ∈ range (k + 1),
        weight p b a k i * D (2 * (i : ℤ) - k) := by
    simp only [D, gridAverage_eq hN, mul_sub, sum_sub_distrib]
  rw [hdiff]
  calc 4 * (p.choose N : ℝ) * b ^ (p - N) * (a / 2) ^ N
      = weight p b a N 0 * 2 + weight p b a N N * 2 := by
        simp only [weight, Nat.choose_zero_right, Nat.choose_self, Nat.cast_one]
        ring
    _ = ∑ i ∈ ({0, N} : Finset ℕ), weight p b a N i * D (2 * (i : ℤ) - N) := by
        rw [sum_pair hN.ne, hfirst, hlast]
    _ ≤ ∑ i ∈ range (N + 1), weight p b a N i * D (2 * (i : ℤ) - N) := by
        refine sum_le_sum_of_subset_of_nonneg ?_ fun i _ _ => mul_nonneg (hw _ _) (hD _)
        intro i hi
        simp only [mem_insert, mem_singleton] at hi
        rw [mem_range]
        omega
    _ ≤ _ := single_le_sum
        (f := fun k : ℕ => ∑ i ∈ range (k + 1), weight p b a k i * D (2 * (i : ℤ) - k))
        (fun k _ => sum_nonneg fun i _ => mul_nonneg (hw _ _) (hD _))
        (mem_range.mpr (Nat.lt_succ_of_le hNp))
```

## (e) The threshold for nonzero coefficients

For \(N\ge1\), \(a\ne0\) and \(b\ne0\), decide when the average is the same at any two positions:
\[ \bigl(\forall R,R':\ G_{b,a}(R)=G_{b,a}(R')\bigr)\iff p<N. \]

**Solution.** If \(p<N\), then \(|2i-k|\le k\le p<N\). The only multiple of \(N\) in this range is 0, and \(A_N(0,R)=1\), so nothing in (c) depends on \(R\).

Conversely, let the average be constant. If \(a,b>0\) and \(p\ge N\), the bound in (d) is strictly positive, a contradiction (`pos`). Other signs reduce to this case through
\[ G_{b,-a}(R)=G_{b,a}\left(R+\tfrac12\right),\qquad G_{-b,-a}(R)=(-1)^pG_{b,a}(R), \]
which are `shift` and `flip`; both carry constancy over.

```lean
/-- For `N ≥ 1` and nonzero `a` and `b`, the grid average of the `p`-th power of the density
is independent of its position exactly when `p < N`. -/
theorem eggbox_free_iff {N : ℕ} (hN : 0 < N) (p : ℕ) {b a : ℝ} (hb : b ≠ 0) (ha : a ≠ 0) :
    (∀ R R', gridAverage N p b a R = gridAverage N p b a R') ↔ p < N := by
  constructor
  · -- positive coefficients: the ripple bound is strictly positive
    have pos : ∀ b a : ℝ, 0 < b → 0 < a →
        (∀ R R', gridAverage N p b a R = gridAverage N p b a R') → p < N := by
      intro b a hb ha h
      by_contra hlt
      have hNp : N ≤ p := not_lt.mp hlt
      have h1 := ripple_lower_bound hN hNp hb.le ha.le
      rw [h 0 (1 / (2 * N)), sub_self] at h1
      have hc : (0 : ℝ) < p.choose N := by exact_mod_cast Nat.choose_pos hNp
      have h2 : 0 < 4 * (p.choose N : ℝ) * b ^ (p - N) * (a / 2) ^ N := by positivity
      linarith
    -- a negative amplitude is a shift by half a cell
    have shift : ∀ b a R : ℝ,
        gridAverage N p b (-a) R = gridAverage N p b a (R + 1 / 2) := by
      intro b a R
      unfold gridAverage density
      congr 1
      refine sum_congr rfl fun j _ => ?_
      have e : 2 * Real.pi * ((j : ℝ) / N - (R + 1 / 2))
          = 2 * Real.pi * ((j : ℝ) / N - R) - Real.pi := by ring
      rw [e, Real.cos_sub_pi]
      ring
    have key : ∀ b a : ℝ, 0 < b → a ≠ 0 →
        (∀ R R', gridAverage N p b a R = gridAverage N p b a R') → p < N := by
      intro b a hb ha h
      rcases lt_or_gt_of_ne ha with h0 | h0
      · refine pos b (-a) hb (neg_pos.mpr h0) fun R R' => ?_
        rw [shift, shift]
        exact h _ _
      · exact pos b a hb h0 h
    -- a negative uniform part gives an overall sign
    have flip : ∀ R, gridAverage N p (-b) (-a) R = (-1) ^ p * gridAverage N p b a R := by
      intro R
      unfold gridAverage density
      rw [mul_left_comm]
      congr 1
      rw [mul_sum]
      refine sum_congr rfl fun j _ => ?_
      rw [← mul_pow]
      congr 1
      ring
    intro h
    rcases lt_or_gt_of_ne hb with h0 | h0
    · refine key (-b) (-a) (neg_pos.mpr h0) (neg_ne_zero.mpr ha) fun R R' => ?_
      rw [flip, flip, h R R']
    · exact key b a h0 ha h
  · -- below the threshold only the zeroth harmonic survives
    intro hp R R'
    rw [gridAverage_eq hN, gridAverage_eq hN]
    refine sum_congr rfl fun k hk => sum_congr rfl fun i hi => ?_
    rw [mem_range] at hk hi
    congr 1
    unfold aliasedHarmonic
    split_ifs with h
    · have hm : 2 * (i : ℤ) - k = 0 := by
        by_contra hne
        rcases lt_or_gt_of_ne hne with h0 | h0
        · have := Int.le_of_dvd (neg_pos.mpr h0) ((dvd_neg).mpr h)
          omega
        · have := Int.le_of_dvd h0 h
          omega
      rw [hm]
      simp
    · rfl
```

## (f) The density \(2+\cos\)

Specialise to \(b=2\), \(a=1\): for \(N\ge1\), show that
\[ \frac1N\sum_{j=0}^{N-1}\left(2+\cos\left(2\pi\left(\frac jN-R\right)\right)\right)^p\ \text{is independent of }R\iff N>p. \]

**Solution.** Both coefficients are nonzero, so (e) applies; `simp only` unfolds the definitions.

In the smallest case, \(N=1\), the average is \((2+\cos2\pi R)^p\), which is constant only for \(p=0\). For \(N=p=2\) it is \(4+\cos^2(2\pi R)\), which falls from 5 at \(R=0\) to 4 at \(R=1/4\), exactly the drop of 1 that (d) guarantees.

```lean
/-- For `N ≥ 1` the grid average of `(2 + cos (2π (j/N - R)))^p` is independent of the
shift `R` exactly when `N > p`. -/
theorem eggbox_free_two_add_cos {N : ℕ} (hN : 0 < N) (p : ℕ) :
    (∀ R R' : ℝ,
      1 / (N : ℝ) * ∑ j ∈ range N, (2 + Real.cos (2 * Real.pi * ((j : ℝ) / N - R))) ^ p
      = 1 / (N : ℝ) * ∑ j ∈ range N, (2 + Real.cos (2 * Real.pi * ((j : ℝ) / N - R'))) ^ p)
      ↔ N > p := by
  have h := eggbox_free_iff hN p (b := 2) (a := 1) two_ne_zero one_ne_zero
  simp only [gridAverage, density, one_mul] at h
  exact h
```

## (g) A pure cosine escapes the criterion

Drop the uniform part. A pure cosine is negative in places, so it is not a physical density, but it tests the hypothesis \(b\ne0\) in (e). Show that three grid points average its fourth power without any ripple:
\[ G_{0,1}(R)=\frac38\qquad(N=3,\ p=4). \]

**Solution.** By (a),
\[ \cos^4\theta=\frac38+\frac12\cos2\theta+\frac18\cos4\theta. \]
Neither 2 nor 4 is a multiple of 3, so by (b) only the constant survives. Here \(p\ge N\), yet the average does not move, so the equivalence in (e) fails for \(b=0\). Lean expands the double sum of (c) and evaluates it term by term.

```lean
/-- The fourth power of a pure cosine (`b = 0`, `a = 1`) has the average `3/8` on three grid points,
wherever the cosine is centred. -/
theorem pure_cosine_counterexample (R : ℝ) : gridAverage 3 4 0 1 R = 3 / 8 := by
  rw [gridAverage_eq (by norm_num)]
  norm_num [sum_range_succ, weight, aliasedHarmonic, Nat.choose]

end

end EggBoxPowerLaw
```

```lean
#print axioms EggBoxPowerLaw.eggbox_free_two_add_cos
-- 'EggBoxPowerLaw.eggbox_free_two_add_cos' depends on axioms: [propext, Classical.choice, Quot.sound]
#print axioms EggBoxPowerLaw.pure_cosine_counterexample
-- 'EggBoxPowerLaw.pure_cosine_counterexample' depends on axioms: [propext, Classical.choice, Quot.sound]
```
